# The phase $e^{i\pi N/2}$ removes empty and doubly occupied orbitals from traces of spin polynomials

I describe a magnet of $M$ coupled spins ½ by fermions, one orbital with an up and a down mode per spin. Each orbital then has four states, of which only the two singly occupied ones are physical. The Popov-Fedotov trick puts $e^{i\pi N/2}$ into the trace, with $N$ the particle number. For one free orbital I see the cancellation: the empty state has weight $1$, the doubly occupied one $-1$. But why does it survive when the Hamiltonian couples each spin to its neighbours?

## Spin operators cannot tell an empty orbital from a full one

It survives because removing a pair from an orbital commutes with every spin operator, including those that couple the orbital to others.

Let $a_{p\sigma}$ be the annihilators, $n_{p\sigma}=a_{p\sigma}^\dagger a_{p\sigma}$, $E=e^{i\pi N/2}$, $D_p=(n_{p\uparrow}-n_{p\downarrow})^2$ and $P=\prod_p D_p$. For any polynomial $X$ in the local spin components, the claim is
$$\operatorname{Tr}(EX)=i^M\operatorname{Tr}(PX).$$

Take $B_p=a_{p\uparrow}a_{p\downarrow}$, and drop $p$ within one orbital.

1. The anticommutation relations give $[a_s,a_t^\dagger a_r]=\delta_{st}a_r$. Hence $[B,a_\uparrow^\dagger a_\downarrow]=a_\downarrow a_\downarrow=0$, $[B,a_\downarrow^\dagger a_\uparrow]=a_\uparrow a_\uparrow=0$ and $[B,n_\uparrow]=[B,n_\downarrow]=B$. So $B$ commutes with $S^x$, $S^y$ and $S^z=(n_\uparrow-n_\downarrow)/2$. It also commutes with the spins of other orbitals, and therefore with $X$ and every $D_q$.
2. Since $NB=B(N-2)$, we have $EB=Be^{i\pi(N-2)/2}=-BE$.
3. $BB^\dagger=(1-n_\uparrow)(1-n_\downarrow)$ and $B^\dagger B=n_\uparrow n_\downarrow$. With $n_\sigma^2=n_\sigma$, their sum is $1-n_\uparrow-n_\downarrow+2n_\uparrow n_\downarrow=1-D$.
4. If $W$ commutes with $B$, step 2 and cyclicity give
$$\operatorname{Tr}(EBB^\dagger W)=-\operatorname{Tr}(BEB^\dagger W)=-\operatorname{Tr}(EB^\dagger WB)=-\operatorname{Tr}(EB^\dagger BW).$$
Thus $\operatorname{Tr}(E(1-D)W)=0$, or $\operatorname{Tr}(EW)=\operatorname{Tr}(EDW)$. Inserting the factors one orbital at a time yields $\operatorname{Tr}(EX)=\operatorname{Tr}(EPX)$.
5. From $(n_\uparrow+n_\downarrow)(n_\uparrow-n_\downarrow)=n_\uparrow-n_\downarrow$ follows $(n_\uparrow+n_\downarrow)D=D$. Therefore $NP=MP$ and $EP=i^MP$, which proves the claim.

For a spin Hamiltonian $H$, $e^{-\beta H}X$ also commutes with every $B_p$, so the identity holds with the Boltzmann factor included. In a thermal average, the factor $i^M$ cancels between numerator and denominator. For finite spin-½ models, this lets one compute with unconstrained fermions at the imaginary chemical potential $\mu=i\pi/(2\beta)$, for $\beta>0$.

The restriction to spin polynomials matters. For one orbital, take $X=n_\uparrow n_\downarrow$, the Hubbard repulsion. The left side is $e^{i\pi}=-1$, while $PX=0$ makes the right side zero. This $X$ conserves particle number and commutes with all spin components, so those two properties are not enough.

In the Lean code below, `CAR a` states the anticommutation relations for complex matrices, with creators given by the conjugate transpose `ᴴ`. The letter `n` is the finite index set of the matrices, not an occupation; occupations are `occ`. `pair a p` is $B_p$, `phase a` is $E$, and `singleOccupancy a` is $P$, written as an ordered product. `spinAlgebra a` contains all complex polynomials in the spin components, constants included.

`popov_fedotov` is the identity for $X$ in this algebra, and `popov_fedotov_thermal` adds the Boltzmann factor for real $\beta$; $H$ need not be Hermitian. Any finite-dimensional matrices obeying `CAR` are allowed, and `CAR_witness` supplies explicit ones for a single orbital. The step left to the reader is to identify the trace with $P$ in Fock space with the trace over the $2^M$ states of the actual spins.

```lean
import Mathlib

open Matrix Complex

namespace PopovFedotov

/-- The two spin directions of an electron. -/
inductive Spin
  | up
  | down
  deriving DecidableEq

variable {M : ℕ} {n : Type*} [Fintype n] [DecidableEq n]

/-- The canonical anticommutation relations for annihilators `a p s` of orbital `p` and spin `s`,
the creators being the adjoint matrices. -/
structure CAR (a : Fin M → Spin → Matrix n n ℂ) : Prop where
  anti : ∀ p s q t, a p s * a q t + a q t * a p s = 0
  mixed : ∀ p s q t, a p s * (a q t)ᴴ + (a q t)ᴴ * a p s = if p = q ∧ s = t then 1 else 0

section Operators

variable (a : Fin M → Spin → Matrix n n ℂ) (p : Fin M)

/-- Occupation number of orbital `p` with spin `s`. -/
def occ (s : Spin) : Matrix n n ℂ := (a p s)ᴴ * a p s

/-- Removal of an up and a down electron from orbital `p`. -/
def pair : Matrix n n ℂ := a p .up * a p .down

/-- The total particle number `N`. -/
def totalNumber : Matrix n n ℂ := ∑ q, (occ a q .up + occ a q .down)

/-- The factor `exp(i π N / 2)`. -/
noncomputable def phase : Matrix n n ℂ :=
  NormedSpace.exp ((I * Real.pi / 2 : ℂ) • totalNumber a)

/-- The product over all orbitals of `(n_up - n_down)^2`. -/
def singleOccupancy : Matrix n n ℂ :=
  ((List.finRange M).map fun q => (occ a q .up - occ a q .down) ^ 2).prod

/-- The x component of the spin of orbital `p`. -/
noncomputable def spinX : Matrix n n ℂ :=
  (1 / 2 : ℂ) • ((a p .up)ᴴ * a p .down + (a p .down)ᴴ * a p .up)

/-- The y component of the spin of orbital `p`. -/
noncomputable def spinY : Matrix n n ℂ :=
  (-I / 2 : ℂ) • ((a p .up)ᴴ * a p .down - (a p .down)ᴴ * a p .up)

/-- The z component of the spin of orbital `p`. -/
noncomputable def spinZ : Matrix n n ℂ := (1 / 2 : ℂ) • (occ a p .up - occ a p .down)

/-- All complex polynomials in the local spin components. -/
noncomputable def spinAlgebra : Subalgebra ℂ (Matrix n n ℂ) :=
  Algebra.adjoin ℂ (Set.range (spinX a) ∪ Set.range (spinY a) ∪ Set.range (spinZ a))

end Operators

/-- If moving `Y` through `A` turns it into `B + z`, then moving `Y` through `exp A` gives
`exp B` times the number `exp z`. -/
theorem exp_shift {A B Y : Matrix n n ℂ} {z : ℂ} (h : A * Y = Y * (B + z • 1)) :
    NormedSpace.exp A * Y = Complex.exp z • (Y * NormedSpace.exp B) := by
  have hs : ∀ Z : Matrix n n ℂ,
      HasSum (fun k : ℕ => ((k.factorial : ℂ)⁻¹) • Z ^ k) (NormedSpace.exp Z) := by
    intro Z
    rw [NormedSpace.exp_eq_tsum ℂ]
    let _ : NormedRing (Matrix n n ℂ) := Matrix.linftyOpNormedRing
    let _ : NormedAlgebra ℂ (Matrix n n ℂ) := Matrix.linftyOpNormedAlgebra
    exact (NormedSpace.expSeries_summable' (𝕂 := ℂ) Z).hasSum
  have hz : NormedSpace.exp (z • (1 : Matrix n n ℂ)) = Complex.exp z • 1 := by
    have t := hs (z • 1)
    simp only [smul_pow, one_pow, smul_smul, ← div_eq_inv_mul] at t
    rw [Complex.exp_eq_exp_ℂ]
    exact t.unique ((NormedSpace.expSeries_div_hasSum_exp z).smul_const _)
  -- the relation passes to every power, hence to the series
  have hk : ∀ k : ℕ, ((k.factorial : ℂ)⁻¹ • A ^ k) * Y
      = Y * ((k.factorial : ℂ)⁻¹ • (B + z • 1) ^ k) := by
    intro k
    have hY : SemiconjBy Y (B + z • 1) A := h.symm
    rw [smul_mul_assoc, mul_smul_comm, (hY.pow_right k).eq]
  have t := (hs A).mul_right Y
  simp only [hk] at t
  rw [t.unique ((hs _).mul_left Y),
    Matrix.exp_add_of_commute _ _ ((Commute.one_right B).smul_right z), hz, mul_smul_comm,
    mul_one, mul_smul_comm]

variable {a : Fin M → Spin → Matrix n n ℂ}

private theorem CAR.sq (h : CAR a) (p : Fin M) (s : Spin) : a p s * a p s = 0 :=
  (smul_eq_zero.mp ((two_smul ℂ _).trans (h.anti p s p s))).resolve_left two_ne_zero

private theorem CAR.hop (h : CAR a) (p q : Fin M) (s t r : Spin) :
    a p s * ((a q t)ᴴ * a q r) - (a q t)ᴴ * a q r * a p s =
      if p = q ∧ s = t then a q r else 0 := by
  have e : a p s * ((a q t)ᴴ * a q r) - (a q t)ᴴ * a q r * a p s
      = (a p s * (a q t)ᴴ + (a q t)ᴴ * a p s) * a q r
        - (a q t)ᴴ * (a p s * a q r + a q r * a p s) := by noncomm_ring
  rw [e, h.mixed, h.anti, mul_zero, sub_zero, ite_mul, one_mul, zero_mul]

private theorem CAR.ann_occ (h : CAR a) {p q : Fin M} {s t : Spin} (e : ¬(p = q ∧ s = t)) :
    a p s * occ a q t = occ a q t * a p s :=
  sub_eq_zero.mp ((h.hop p q s t t).trans (if_neg e))

private theorem CAR.occ_comm (h : CAR a) (p q : Fin M) (s t : Spin) :
    Commute (occ a p s) (occ a q t) := by
  by_cases e : p = q ∧ s = t
  · rw [e.1, e.2]
  have h2 := congrArg conjTranspose (h.ann_occ e)
  simp only [occ, conjTranspose_mul, conjTranspose_conjTranspose] at h2
  exact Commute.mul_left h2.symm (h.ann_occ e)

private theorem CAR.occ_idem (h : CAR a) (p : Fin M) (s : Spin) :
    occ a p s * occ a p s = occ a p s := by
  have e : a p s * ((a p s)ᴴ * a p s) = a p s := by
    simpa [mul_assoc, h.sq] using h.hop p p s s s
  rw [occ, mul_assoc, e]

private theorem CAR.pair_hop (h : CAR a) (p q : Fin M) (t r : Spin) :
    pair a p * ((a q t)ᴴ * a q r) - (a q t)ᴴ * a q r * pair a p =
      a p .up * (if p = q ∧ Spin.down = t then a q r else 0)
        + (if p = q ∧ Spin.up = t then a q r else 0) * a p .down := by
  rw [← h.hop p q .down t r, ← h.hop p q .up t r, pair]
  noncomm_ring

private theorem CAR.pair_diff (h : CAR a) (p q : Fin M) :
    Commute (pair a p) (occ a q .up - occ a q .down) := by
  refine sub_eq_zero.mp ?_
  rw [mul_sub, sub_mul, sub_sub_sub_comm, occ, occ, h.pair_hop, h.pair_hop]
  by_cases e : p = q
  · subst e
    simp
  · simp [e]

/-- Removing a pair from an orbital commutes with every polynomial in the local spins. -/
theorem pair_commute_spin (h : CAR a) (p : Fin M) {X : Matrix n n ℂ} (hX : X ∈ spinAlgebra a) :
    Commute (pair a p) X := by
  have flip : ∀ q s t, s ≠ t → Commute (pair a p) ((a q s)ᴴ * a q t) := by
    intro q s t hst
    refine sub_eq_zero.mp ((h.pair_hop p q s t).trans ?_)
    by_cases e : p = q
    · subst e
      cases s <;> cases t <;> simp_all [h.sq]
    · simp [e]
  have hle : spinAlgebra a ≤ Subalgebra.centralizer ℂ {pair a p} := by
    refine Algebra.adjoin_le ?_
    rintro _ ((⟨q, rfl⟩ | ⟨q, rfl⟩) | ⟨q, rfl⟩) <;>
      refine (Subalgebra.mem_centralizer_iff ℂ).mpr fun g hg => ?_ <;>
      rw [Set.mem_singleton_iff.mp hg]
    · exact ((flip q .up .down (by decide)).add_right (flip q .down .up (by decide))).smul_right _
    · exact ((flip q .up .down (by decide)).sub_right (flip q .down .up (by decide))).smul_right _
    · exact (h.pair_diff p q).smul_right _
  exact (Subalgebra.mem_centralizer_iff ℂ).mp (hle hX) _ rfl

/-- The anticommutator of pair removal with its adjoint is `1 - (n_up - n_down)^2`. -/
theorem pair_anticomm (h : CAR a) (p : Fin M) :
    pair a p * (pair a p)ᴴ + (pair a p)ᴴ * pair a p = 1 - (occ a p .up - occ a p .down) ^ 2 := by
  have h1 := h.mixed p .up p .up
  have h2 := h.mixed p .down p .down
  rw [if_pos ⟨rfl, rfl⟩] at h1 h2
  have ha := h.ann_occ (p := p) (q := p) (s := .up) (t := .down) (by simp)
  have hb := h.ann_occ (p := p) (q := p) (s := .down) (t := .up) (by simp)
  have i1 := h.occ_idem p .up
  have i2 := h.occ_idem p .down
  have hc := (h.occ_comm p p .up .down).eq
  unfold occ at ha hb i1 i2 hc ⊢
  rw [pair, conjTranspose_mul]
  linear_combination (norm := noncomm_ring) a p .up * h2 * (a p .up)ᴴ - ha * (a p .up)ᴴ
    + (1 - (a p .down)ᴴ * a p .down) * h1 - (a p .down)ᴴ * hb + i1 + i2 - hc

/-- The factor `exp(i π N / 2)` anticommutes with the removal of a pair. -/
theorem phase_pair (h : CAR a) (p : Fin M) : phase a * pair a p = -(pair a p * phase a) := by
  have hN : ∀ s, a p s * totalNumber a - totalNumber a * a p s = a p s := by
    intro s
    have e : ∀ q, a p s * (occ a q .up + occ a q .down) - (occ a q .up + occ a q .down) * a p s
        = if p = q then a p s else 0 := by
      intro q
      rw [mul_add, add_mul, add_sub_add_comm, occ, occ, h.hop, h.hop]
      by_cases e : p = q
      · subst e
        cases s <;> simp
      · simp [e]
    rw [totalNumber, Finset.mul_sum, Finset.sum_mul, ← Finset.sum_sub_distrib]
    simp only [e, Finset.sum_ite_eq, Finset.mem_univ, if_true]
  have hB : totalNumber a * pair a p = pair a p * totalNumber a - pair a p - pair a p := by
    unfold pair
    linear_combination (norm := noncomm_ring) -(hN .up * a p .down) - a p .up * hN .down
  have hz : Complex.exp (-2 * (I * Real.pi / 2)) = -1 := by
    rw [show -2 * (I * (Real.pi : ℂ) / 2) = -(Real.pi * I) by ring, Complex.exp_neg,
      Complex.exp_pi_mul_I]
    norm_num
  rw [phase, exp_shift (B := (I * Real.pi / 2 : ℂ) • totalNumber a)
    (z := -2 * (I * Real.pi / 2)), hz, neg_one_smul]
  rw [smul_mul_assoc, hB, mul_add, mul_smul_comm, mul_smul_comm, mul_one]
  module

private theorem number_single (h : CAR a) :
    totalNumber a * singleOccupancy a = (M : ℂ) • singleOccupancy a := by
  have key : ∀ (l : List (Fin M)) (p : Fin M), p ∈ l → (occ a p .up + occ a p .down) *
      (l.map fun q => (occ a q .up - occ a q .down) ^ 2).prod =
      (l.map fun q => (occ a q .up - occ a q .down) ^ 2).prod := by
    intro l p hp
    induction l with
    | nil => simp at hp
    | cons q l ih =>
      rw [List.map_cons, List.prod_cons, ← mul_assoc]
      by_cases e : p = q
      · have e1 : (occ a q .up + occ a q .down) * (occ a q .up - occ a q .down)
            = occ a q .up - occ a q .down := by
          linear_combination (norm := noncomm_ring) h.occ_idem q .up - h.occ_idem q .down
            - (h.occ_comm q q .up .down).eq
        rw [e, pow_two, ← mul_assoc, e1]
      · have o := h.occ_comm p q
        have hc := (((o .up .up).sub_right (o .up .down)).add_left
          ((o .down .up).sub_right (o .down .down))).pow_right 2
        rw [hc.eq, mul_assoc, ih ((List.mem_cons.mp hp).resolve_left e)]
  rw [totalNumber, Finset.sum_mul, singleOccupancy,
    Finset.sum_congr rfl fun p _ => key _ p (List.mem_finRange p), Finset.sum_const,
    Finset.card_univ, Fintype.card_fin, Nat.cast_smul_eq_nsmul]

/-- If `E` anticommutes and `W` commutes with `B`, the trace of `E (B B† + B† B) W` vanishes. -/
theorem pair_cancel {E B W : Matrix n n ℂ} (hE : E * B = -(B * E)) (hW : Commute B W) :
    trace (E * ((B * Bᴴ + Bᴴ * B) * W)) = 0 := by
  have e : E * (B * Bᴴ * W) = -(B * (E * Bᴴ * W)) := by
    linear_combination (norm := noncomm_ring) hE * Bᴴ * W
  rw [add_mul, mul_add, trace_add, e, trace_neg, trace_mul_comm B]
  simp only [mul_assoc, hW.eq, neg_add_cancel]

/-- The trace identity for every operator that commutes with the removal of a pair from each
orbital. -/
theorem trace_phase_of_commute (h : CAR a) (X : Matrix n n ℂ) (hX : ∀ p, Commute (pair a p) X) :
    trace (phase a * X) = I ^ M * trace (singleOccupancy a * X) := by
  -- factors `(n_up - n_down)^2` can be inserted one by one
  have key : ∀ l : List (Fin M), trace (phase a *
      ((l.map fun q => (occ a q .up - occ a q .down) ^ 2).prod * X)) = trace (phase a * X) := by
    intro l
    induction l with
    | nil => simp
    | cons q l ih =>
      have hR : Commute (pair a q) (l.map fun q => (occ a q .up - occ a q .down) ^ 2).prod := by
        refine Commute.list_prod_right _ _ fun b hb => ?_
        obtain ⟨r, _, rfl⟩ := List.mem_map.mp hb
        exact (h.pair_diff q r).pow_right 2
      have t := pair_cancel (phase_pair h q) (hR.mul_right (hX q))
      rw [pair_anticomm h, sub_mul, one_mul, mul_sub, trace_sub, ih] at t
      rw [List.map_cons, List.prod_cons, mul_assoc]
      exact (sub_eq_zero.mp t).symm
  have hI : Complex.exp (M * (I * Real.pi / 2)) = I ^ M := by
    rw [Complex.exp_nat_mul, show I * (Real.pi : ℂ) / 2 = (Real.pi / 2 : ℂ) * I by ring,
      Complex.exp_mul_I, Complex.cos_pi_div_two, Complex.sin_pi_div_two, zero_add, one_mul]
  -- on singly occupied states `N = M`
  have hP : phase a * singleOccupancy a = I ^ M • singleOccupancy a := by
    rw [phase, exp_shift (B := 0) (z := M * (I * Real.pi / 2)), hI, NormedSpace.exp_zero, mul_one]
    rw [smul_mul_assoc, number_single h, zero_add, mul_smul_comm, mul_one]
    module
  rw [← key (List.finRange M), ← singleOccupancy, ← mul_assoc, hP, smul_mul_assoc, trace_smul,
    smul_eq_mul]

/-- Popov-Fedotov identity: for `X` a polynomial in the local spins of `M` orbitals, the trace of
`exp(i π N / 2) X` is `i^M` times the trace of `X` with the factor `(n_up - n_down)^2` for each
orbital. -/
theorem popov_fedotov (h : CAR a) {X : Matrix n n ℂ} (hX : X ∈ spinAlgebra a) :
    trace (phase a * X) = I ^ M * trace (singleOccupancy a * X) :=
  trace_phase_of_commute h X fun p => pair_commute_spin h p hX

/-- The identity with a Boltzmann factor, for a Hamiltonian `H` and an observable `X` that are
polynomials in the local spins. -/
theorem popov_fedotov_thermal (h : CAR a) {H X : Matrix n n ℂ} (hH : H ∈ spinAlgebra a)
    (hX : X ∈ spinAlgebra a) (β : ℝ) :
    trace (phase a * (NormedSpace.exp ((-β : ℂ) • H) * X)) =
      I ^ M * trace (singleOccupancy a * (NormedSpace.exp ((-β : ℂ) • H) * X)) :=
  trace_phase_of_commute h _ fun p =>
    (((pair_commute_spin h p hH).smul_right _).exp_right).mul_right (pair_commute_spin h p hX)

/-- Integer entries of the annihilators of a single orbital, in the basis empty, up, down,
doubly occupied. -/
def orbitalTable : Spin → Matrix (Fin 4) (Fin 4) ℤ
  | .up => !![0, 1, 0, 0; 0, 0, 0, 0; 0, 0, 0, 1; 0, 0, 0, 0]
  | .down => !![0, 0, 1, 0; 0, 0, 0, -1; 0, 0, 0, 0; 0, 0, 0, 0]

/-- The annihilators of a single orbital as complex matrices. -/
noncomputable def oneOrbital (_ : Fin 1) (s : Spin) : Matrix (Fin 4) (Fin 4) ℂ :=
  (Int.castRingHom ℂ).mapMatrix (orbitalTable s)

/-- The explicit matrices of a single orbital obey the anticommutation relations. -/
theorem CAR_witness : CAR oneOrbital := by
  have h1 : ∀ s t, orbitalTable s * orbitalTable t + orbitalTable t * orbitalTable s = 0 := by
    intro s t
    cases s <;> cases t <;> decide +kernel
  have h2 : ∀ s t, orbitalTable s * (orbitalTable t)ᵀ + (orbitalTable t)ᵀ * orbitalTable s
      = if s = t then 1 else 0 := by
    intro s t
    cases s <;> cases t <;> decide +kernel
  -- the entries are real, so the adjoint is the transpose
  have hc : ∀ A : Matrix (Fin 4) (Fin 4) ℤ,
      ((Int.castRingHom ℂ).mapMatrix A)ᴴ = (Int.castRingHom ℂ).mapMatrix Aᵀ := by
    intro A
    ext i j
    simp [Matrix.conjTranspose_apply]
  constructor
  · intro p s q t
    unfold oneOrbital
    rw [← map_mul, ← map_mul, ← map_add, h1, map_zero]
  · intro p s q t
    unfold oneOrbital
    rw [hc, ← map_mul, ← map_mul, ← map_add, h2]
    by_cases e : s = t
    · rw [if_pos e, if_pos ⟨Subsingleton.elim p q, e⟩, map_one]
    · rw [if_neg e, if_neg (fun k => e k.2), map_zero]

end PopovFedotov
```

```lean
#print axioms PopovFedotov.trace_phase_of_commute
-- 'PopovFedotov.trace_phase_of_commute' depends on axioms: [propext, Classical.choice, Quot.sound]
#print axioms PopovFedotov.popov_fedotov
-- 'PopovFedotov.popov_fedotov' depends on axioms: [propext, Classical.choice, Quot.sound]
#print axioms PopovFedotov.popov_fedotov_thermal
-- 'PopovFedotov.popov_fedotov_thermal' depends on axioms: [propext, Classical.choice, Quot.sound]
```

The lemma `CAR.hop` is the commutator of step 1, and `CAR.pair_hop` extends it to $B_p$. In `pair_commute_spin`, the spin components are shown to lie in the centralizer of $B_p$, the algebra of matrices commuting with it; the algebra they generate then lies there too.

Step 2 is `phase_pair`. It uses `exp_shift`, which carries a relation $AY=Y(B+z)$ through the exponential series to give $e^AY=e^zYe^B$; there `B` is a general matrix. Step 3 is `pair_anticomm`, where `linear_combination` with `noncomm_ring` combines the anticommutation relations without reordering factors illegally.

The trace cancellation of step 4 is `pair_cancel`. `trace_phase_of_commute` applies it by induction over the list of orbitals, then uses `number_single`, the relation $NP=MP$, and `exp_shift` again to obtain $i^M$. This theorem needs only that $X$ commutes with every $B_p$; both final theorems follow by checking that condition.
